# The three bond angles at a trivalent centre sum to at most 2π and fix the squared triple product

An atom bonded to three neighbours has three bond directions $u$, $v$, $w$, the unit vectors pointing from the centre to the neighbours. Their mutual angles, taken in $[0,\pi]$ and without orientation, are

- $a$ between $v$ and $w$,
- $b$ between $u$ and $w$,
- $c$ between $u$ and $v$,

so each angle is opposite the vector it omits. Angles are in radians unless marked in degrees. The triple product is $T = u\cdot(v\times w)$. It vanishes when the three directions lie in one plane, and its sign records handedness. The problem is to find $T^2$ from the angles, and to decide which triples of angles can occur.

## The squared triple product and four inequalities

The squared triple product depends on the angles alone:

$$T^2 = P := 1-\cos^2 a-\cos^2 b-\cos^2 c+2\cos a\cos b\cos c .$$

The same quantity factors as

$$P = 4\sin\tfrac{a+b+c}{2}\,\sin\tfrac{b+c-a}{2}\,\sin\tfrac{a+c-b}{2}\,\sin\tfrac{a+b-c}{2}.$$

Three real numbers occur as the mutual angles exactly when

$$a+b+c\le 2\pi,\quad a\le b+c,\quad b\le a+c,\quad c\le a+b .$$

The directions are coplanar exactly when at least one of these is an equality. Three equal angles $\theta$ occur exactly for $0\le\theta\le 2\pi/3$.

## Placing an atom from two angles and a sign

Some internal-coordinate formats place an atom by a bond length, two bond angles at the same centre and a sign. Let $v$ and $w$ be known, with $\sin a\neq 0$, and let the new bond $u$ make angle $c$ with $v$ and $b$ with $w$. In the orthonormal frame $e_1=v$, $e_2=(w-\cos a\,v)/\sin a$, $e_3=(v\times w)/\sin a$, the possible directions, two if $P>0$ and one if $P=0$, are

$$u=\cos c\;e_1+\frac{\cos b-\cos a\cos c}{\sin a}\;e_2\pm\frac{\sqrt{P}}{\sin a}\;e_3 .$$

For $a=90^\circ$ and $b=c=60^\circ$, $P=1/2$ and $u=(1/2,\,1/2,\,\pm 1/\sqrt2)$ in this frame. For $a=90^\circ$ and $b=c=40^\circ$, the inequality $a\le b+c$ fails, $P\approx-0.17$, and the square root has no real value.

The bound also bears on force fields whose angle terms are each smallest only at a reference angle. Three reference angles of $121^\circ$ at one centre sum to $363^\circ$, so no geometry brings all three angle terms to their minima together. In preparing a geometry for an electronic-structure calculation, the inequalities decide whether three requested angles are compatible, for one centre with three bonds and with no reference to energies.

## From dot products to admissible angles

**Cosines.** Since $|v\pm w|^2=2\pm2\,v\cdot w\ge0$, the dot product lies in $[-1,1]$, so its arccosine $a$ satisfies $\cos a=v\cdot w$. The other two pairs are treated alike.

**Triple product.** $T$ is the determinant of the matrix $M$ with rows $u,v,w$. Hence

$$T^2=\det(MM^{\mathsf T})=\det\begin{pmatrix}1&\cos c&\cos b\\ \cos c&1&\cos a\\ \cos b&\cos a&1\end{pmatrix}=P .$$

**Factorisation.** Apply $2\sin x\sin y=\cos(x-y)-\cos(x+y)$ to the first two sines and to the last two. The product of the four sines, with its factor 4, becomes

$$[\cos a-\cos(b+c)]\,[\cos(c-b)-\cos a]=\sin^2 b\,\sin^2 c-(\cos a-\cos b\cos c)^2 .$$

Replacing $\sin^2$ by $1-\cos^2$ and expanding gives $P$.

**Necessity.** Suppose $a>b+c$. Then $(b+c-a)/2$ lies in $(-\pi,0)$ and the other three half-angles lie in $(0,\pi)$. One sine is negative and three are positive, so $P<0$, which contradicts $P=T^2$. The other two triangle inequalities follow by symmetry. If $a+b+c>2\pi$, the half-sum lies in $(\pi,2\pi)$ and the other three arguments lie in $(0,\pi)$, so again $P<0$.

**Coplanarity.** If all four inequalities are strict, all four arguments lie in $(0,\pi)$ and $P>0$. If one is an equality, its argument is $0$ or $\pi$ and $P=0$.

**Sufficiency.** Let the four inequalities hold. Adding $b\le a+c$ and $c\le a+b$ gives $a\ge0$, and $2a\le a+b+c\le2\pi$ gives $a\le\pi$; likewise for $b$ and $c$. All four sines are nonnegative, so $P\ge0$. Take $v=(1,0,0)$, $w=(\cos a,\sin a,0)$ and $u=(\cos c,y,z)$. The angle with $w$ requires $y\sin a=\cos b-\cos a\cos c$. By the factorisation with the angles permuted,

$$\sin^2 a\,\sin^2 c-(\cos b-\cos a\cos c)^2=P\ge0 .$$

If $\sin a\ne0$, division gives $y$ with $y^2\le\sin^2c$. If $\sin a=0$, the inequality forces $\cos b=\cos a\cos c$, and $y=0$ works. Then $z=\sqrt{\sin^2c-y^2}$ makes $u$ a unit vector.

**Equal angles.** With $a=b=c=\theta$ the conditions reduce to $\theta\ge0$ and $3\theta\le2\pi$.

## Lean source for the identity and the angle conditions

```lean
import Mathlib

open Real Matrix

namespace TrivalentBondAngles

noncomputable section

/-- The angle between two bonds whose directions are the unit vectors `u` and `v`. -/
def bondAngle (u v : Fin 3 → ℝ) : ℝ := arccos (u ⬝ᵥ v)

/-- The scalar triple product `u · (v × w)` of three bond directions. -/
def tripleProduct (u v w : Fin 3 → ℝ) : ℝ := u ⬝ᵥ (crossProduct v w)

/-- Four times the product of the sines of the half-sum of three angles and of
the half-sum minus each angle. -/
def sineProduct (a b c : ℝ) : ℝ :=
  4 * sin ((a + b + c) / 2) * sin ((b + c - a) / 2) *
    sin ((a + c - b) / 2) * sin ((a + b - c) / 2)

/-- Three angles are admissible if their sum is at most a full turn and none
exceeds the sum of the other two. -/
def Admissible (a b c : ℝ) : Prop :=
  a + b + c ≤ 2 * π ∧ a ≤ b + c ∧ b ≤ a + c ∧ c ≤ a + b

/-- The sine product of three angles, written as a polynomial in their cosines. -/
theorem sineProduct_eq (a b c : ℝ) :
    sineProduct a b c =
      1 - cos a ^ 2 - cos b ^ 2 - cos c ^ 2 + 2 * cos a * cos b * cos c := by
  have p : ∀ x y : ℝ, 2 * sin x * sin y = cos (x - y) - cos (x + y) := by
    intro x y
    rw [Real.cos_sub, Real.cos_add]
    ring
  -- pair the four sines and turn each pair into a difference of cosines
  have h1 := p ((a + b + c) / 2) ((b + c - a) / 2)
  have h2 := p ((a + c - b) / 2) ((a + b - c) / 2)
  rw [show (a + b + c) / 2 - (b + c - a) / 2 = a by ring,
    show (a + b + c) / 2 + (b + c - a) / 2 = b + c by ring, Real.cos_add] at h1
  rw [show (a + c - b) / 2 - (a + b - c) / 2 = c - b by ring,
    show (a + c - b) / 2 + (a + b - c) / 2 = a by ring, Real.cos_sub] at h2
  calc sineProduct a b c
      = (2 * sin ((a + b + c) / 2) * sin ((b + c - a) / 2)) *
        (2 * sin ((a + c - b) / 2) * sin ((a + b - c) / 2)) := by
          unfold sineProduct
          ring
    _ = _ := by
          rw [h1, h2]
          linear_combination sin c ^ 2 * Real.sin_sq_add_cos_sq b +
            (1 - cos b ^ 2) * Real.sin_sq_add_cos_sq c

/-- For unit vectors, the cosine of the bond angle is the dot product. -/
theorem cos_bondAngle {u v : Fin 3 → ℝ} (hu : u ⬝ᵥ u = 1) (hv : v ⬝ᵥ v = 1) :
    cos (bondAngle u v) = u ⬝ᵥ v := by
  simp only [dotProduct, Fin.sum_univ_three] at hu hv
  apply Real.cos_arccos <;> simp only [dotProduct, Fin.sum_univ_three]
  · nlinarith [sq_nonneg (u 0 + v 0), sq_nonneg (u 1 + v 1), sq_nonneg (u 2 + v 2)]
  · nlinarith [sq_nonneg (u 0 - v 0), sq_nonneg (u 1 - v 1), sq_nonneg (u 2 - v 2)]

/-- The squared triple product of three unit bond vectors is the sine product
of their mutual angles. -/
theorem tripleProduct_sq {u v w : Fin 3 → ℝ}
    (hu : u ⬝ᵥ u = 1) (hv : v ⬝ᵥ v = 1) (hw : w ⬝ᵥ w = 1) :
    tripleProduct u v w ^ 2 =
      sineProduct (bondAngle v w) (bondAngle u w) (bondAngle u v) := by
  have t : tripleProduct u v w = u 0 * (v 1 * w 2 - v 2 * w 1) +
      u 1 * (v 2 * w 0 - v 0 * w 2) + u 2 * (v 0 * w 1 - v 1 * w 0) := by
    simp [tripleProduct, cross_apply, dotProduct, Fin.sum_univ_three]
  -- the square is the determinant of the matrix of dot products
  have g : tripleProduct u v w ^ 2 = (u ⬝ᵥ u) * (v ⬝ᵥ v) * (w ⬝ᵥ w) +
      2 * (u ⬝ᵥ v) * (v ⬝ᵥ w) * (u ⬝ᵥ w) - (u ⬝ᵥ u) * (v ⬝ᵥ w) ^ 2 -
      (v ⬝ᵥ v) * (u ⬝ᵥ w) ^ 2 - (w ⬝ᵥ w) * (u ⬝ᵥ v) ^ 2 := by
    rw [t]
    simp only [dotProduct, Fin.sum_univ_three]
    ring
  rw [hu, hv, hw] at g
  rw [sineProduct_eq, cos_bondAngle hv hw, cos_bondAngle hu hw, cos_bondAngle hu hv]
  linear_combination g

/-- Three angles between `0` and `π` with nonnegative sine product are admissible. -/
theorem admissible_of_sineProduct_nonneg {a b c : ℝ} (ha : 0 ≤ a) (ha' : a ≤ π)
    (hb : 0 ≤ b) (hb' : b ≤ π) (hc : 0 ≤ c) (hc' : c ≤ π)
    (h : 0 ≤ sineProduct a b c) : Admissible a b c := by
  have hp := Real.pi_pos
  -- if one angle exceeded the sum of the others, exactly one sine would be negative
  have tri : ∀ x y z : ℝ, x ≤ π → 0 ≤ y → 0 ≤ z → 0 ≤ sineProduct x y z →
      x ≤ y + z := by
    intro x y z hx hy hz h
    by_contra hn
    rw [not_le] at hn
    have h1 : 0 < sin ((x + y + z) / 2) :=
      Real.sin_pos_of_pos_of_lt_pi (by linarith) (by linarith)
    have h2 : sin ((y + z - x) / 2) < 0 :=
      Real.sin_neg_of_neg_of_neg_pi_lt (by linarith) (by linarith)
    have h3 : 0 < sin ((x + z - y) / 2) :=
      Real.sin_pos_of_pos_of_lt_pi (by linarith) (by linarith)
    have h4 : 0 < sin ((x + y - z) / 2) :=
      Real.sin_pos_of_pos_of_lt_pi (by linarith) (by linarith)
    unfold sineProduct at h
    nlinarith [mul_neg_of_neg_of_pos h2 (mul_pos (mul_pos h1 h3) h4)]
  refine ⟨?_, tri a b c ha' hb hc h, tri b a c hb' ha hc ?_, tri c a b hc' ha hb ?_⟩
  · -- beyond a full turn only the sine of the half-sum is negative
    by_contra hn
    rw [not_le] at hn
    have h1 : 0 < sin ((a + b + c) / 2 - π) :=
      Real.sin_pos_of_pos_of_lt_pi (by linarith) (by linarith)
    rw [Real.sin_sub_pi] at h1
    have h2 : 0 < sin ((b + c - a) / 2) :=
      Real.sin_pos_of_pos_of_lt_pi (by linarith) (by linarith)
    have h3 : 0 < sin ((a + c - b) / 2) :=
      Real.sin_pos_of_pos_of_lt_pi (by linarith) (by linarith)
    have h4 : 0 < sin ((a + b - c) / 2) :=
      Real.sin_pos_of_pos_of_lt_pi (by linarith) (by linarith)
    unfold sineProduct at h
    nlinarith [mul_pos h1 (mul_pos (mul_pos h2 h3) h4)]
  · rw [sineProduct_eq] at h ⊢
    linarith
  · rw [sineProduct_eq] at h ⊢
    linarith

/-- The mutual angles of three unit bond vectors are admissible. -/
theorem bondAngles_admissible {u v w : Fin 3 → ℝ}
    (hu : u ⬝ᵥ u = 1) (hv : v ⬝ᵥ v = 1) (hw : w ⬝ᵥ w = 1) :
    Admissible (bondAngle v w) (bondAngle u w) (bondAngle u v) :=
  admissible_of_sineProduct_nonneg (Real.arccos_nonneg _) (Real.arccos_le_pi _)
    (Real.arccos_nonneg _) (Real.arccos_le_pi _) (Real.arccos_nonneg _)
    (Real.arccos_le_pi _) (tripleProduct_sq hu hv hw ▸ sq_nonneg _)

/-- The mutual angles of three unit bond vectors add up to at most `2π`. -/
theorem bondAngle_sum_le_two_pi {u v w : Fin 3 → ℝ}
    (hu : u ⬝ᵥ u = 1) (hv : v ⬝ᵥ v = 1) (hw : w ⬝ᵥ w = 1) :
    bondAngle v w + bondAngle u w + bondAngle u v ≤ 2 * π :=
  (bondAngles_admissible hu hv hw).1

/-- Three unit bond vectors are coplanar (zero triple product) exactly when their
angles add up to `2π` or one angle is the sum of the other two. -/
theorem coplanar_iff {u v w : Fin 3 → ℝ}
    (hu : u ⬝ᵥ u = 1) (hv : v ⬝ᵥ v = 1) (hw : w ⬝ᵥ w = 1) :
    tripleProduct u v w = 0 ↔
      bondAngle v w + bondAngle u w + bondAngle u v = 2 * π ∨
      bondAngle v w = bondAngle u w + bondAngle u v ∨
      bondAngle u w = bondAngle v w + bondAngle u v ∨
      bondAngle u v = bondAngle v w + bondAngle u w := by
  have key : ∀ a b c : ℝ, Admissible a b c → (sineProduct a b c = 0 ↔
      a + b + c = 2 * π ∨ a = b + c ∨ b = a + c ∨ c = a + b) := by
    rintro a b c ⟨r1, r2, r3, r4⟩
    constructor
    · -- if all four inequalities are strict, all four sines are positive
      intro h
      by_contra hn
      simp only [not_or] at hn
      obtain ⟨n1, n2, n3, n4⟩ := hn
      have s1 := lt_of_le_of_ne r1 n1
      have s2 := lt_of_le_of_ne r2 n2
      have s3 := lt_of_le_of_ne r3 n3
      have s4 := lt_of_le_of_ne r4 n4
      have h1 : 0 < sin ((a + b + c) / 2) :=
        Real.sin_pos_of_pos_of_lt_pi (by linarith) (by linarith)
      have h2 : 0 < sin ((b + c - a) / 2) :=
        Real.sin_pos_of_pos_of_lt_pi (by linarith) (by linarith)
      have h3 : 0 < sin ((a + c - b) / 2) :=
        Real.sin_pos_of_pos_of_lt_pi (by linarith) (by linarith)
      have h4 : 0 < sin ((a + b - c) / 2) :=
        Real.sin_pos_of_pos_of_lt_pi (by linarith) (by linarith)
      unfold sineProduct at h
      nlinarith [mul_pos (mul_pos (mul_pos h1 h2) h3) h4]
    · rintro (h | h | h | h)
      · rw [sineProduct, show (a + b + c) / 2 = π by linarith, Real.sin_pi]
        ring
      · rw [sineProduct, show (b + c - a) / 2 = 0 by linarith, Real.sin_zero]
        ring
      · rw [sineProduct, show (a + c - b) / 2 = 0 by linarith, Real.sin_zero]
        ring
      · rw [sineProduct, show (a + b - c) / 2 = 0 by linarith, Real.sin_zero]
        ring
  rw [← key _ _ _ (bondAngles_admissible hu hv hw), ← tripleProduct_sq hu hv hw]
  exact (pow_eq_zero_iff two_ne_zero).symm

/-- Three real numbers are the mutual angles of some three unit bond vectors
exactly when they are admissible. -/
theorem realizable_iff (a b c : ℝ) :
    (∃ u v w : Fin 3 → ℝ, u ⬝ᵥ u = 1 ∧ v ⬝ᵥ v = 1 ∧ w ⬝ᵥ w = 1 ∧
      bondAngle v w = a ∧ bondAngle u w = b ∧ bondAngle u v = c) ↔
    Admissible a b c := by
  constructor
  · rintro ⟨u, v, w, hu, hv, hw, rfl, rfl, rfl⟩
    exact bondAngles_admissible hu hv hw
  rintro ⟨r1, r2, r3, r4⟩
  have h1 : 0 ≤ sin ((a + b + c) / 2) :=
    Real.sin_nonneg_of_nonneg_of_le_pi (by linarith) (by linarith)
  have h2 : 0 ≤ sin ((b + c - a) / 2) :=
    Real.sin_nonneg_of_nonneg_of_le_pi (by linarith) (by linarith)
  have h3 : 0 ≤ sin ((a + c - b) / 2) :=
    Real.sin_nonneg_of_nonneg_of_le_pi (by linarith) (by linarith)
  have h4 : 0 ≤ sin ((a + b - c) / 2) :=
    Real.sin_nonneg_of_nonneg_of_le_pi (by linarith) (by linarith)
  have hS : 0 ≤ sineProduct a b c :=
    mul_nonneg (mul_nonneg (mul_nonneg (mul_nonneg (by norm_num) h1) h2) h3) h4
  have hk : (cos b - cos a * cos c) ^ 2 ≤ sin c ^ 2 * sin a ^ 2 := by
    rw [sineProduct_eq] at hS
    rw [Real.sin_sq c, Real.sin_sq a]
    linarith
  -- second component of `u`, chosen to give the required angle with `w`
  obtain ⟨y, hy, hy'⟩ : ∃ y : ℝ, y * sin a = cos b - cos a * cos c ∧
      y ^ 2 ≤ sin c ^ 2 := by
    by_cases hs : sin a = 0
    · refine ⟨0, ?_, by nlinarith [sq_nonneg (sin c)]⟩
      rw [hs] at hk
      have h0 : (cos b - cos a * cos c) ^ 2 = 0 :=
        le_antisymm (by linarith) (sq_nonneg _)
      rw [zero_mul, (pow_eq_zero_iff two_ne_zero).mp h0]
    · refine ⟨(cos b - cos a * cos c) / sin a, div_mul_cancel₀ _ hs, ?_⟩
      rw [div_pow, div_le_iff₀ (by positivity)]
      exact hk
  -- third component of `u`, chosen to make `u` a unit vector
  obtain ⟨z, hz⟩ : ∃ z : ℝ, z ^ 2 = sin c ^ 2 - y ^ 2 :=
    ⟨Real.sqrt (sin c ^ 2 - y ^ 2), Real.sq_sqrt (by linarith)⟩
  have dot : ∀ p q r p' q' r' : ℝ,
      ![p, q, r] ⬝ᵥ ![p', q', r'] = p * p' + q * q' + r * r' := by
    intro p q r p' q' r'
    simp [dotProduct, Fin.sum_univ_three]
  refine ⟨![cos c, y, z], ![1, 0, 0], ![cos a, sin a, 0], ?_, ?_, ?_, ?_, ?_, ?_⟩
  · rw [dot]
    linear_combination hz + Real.sin_sq_add_cos_sq c
  · rw [dot]
    norm_num
  · rw [dot]
    linear_combination Real.sin_sq_add_cos_sq a
  · rw [bondAngle, dot, show 1 * cos a + 0 * sin a + 0 * 0 = cos a by ring]
    exact Real.arccos_cos (by linarith) (by linarith)
  · rw [bondAngle, dot,
      show cos c * cos a + y * sin a + z * 0 = cos b by linear_combination hy]
    exact Real.arccos_cos (by linarith) (by linarith)
  · rw [bondAngle, dot, show cos c * 1 + y * 0 + z * 0 = cos c by ring]
    exact Real.arccos_cos (by linarith) (by linarith)

/-- Three unit bond vectors with all mutual angles equal to `θ` exist exactly
for `0 ≤ θ ≤ 2π/3`. -/
theorem equal_angles_iff (θ : ℝ) :
    (∃ u v w : Fin 3 → ℝ, u ⬝ᵥ u = 1 ∧ v ⬝ᵥ v = 1 ∧ w ⬝ᵥ w = 1 ∧
      bondAngle v w = θ ∧ bondAngle u w = θ ∧ bondAngle u v = θ) ↔
    0 ≤ θ ∧ θ ≤ 2 * π / 3 := by
  rw [realizable_iff]
  constructor
  · rintro ⟨h1, h2, -, -⟩
    constructor <;> linarith
  · rintro ⟨h1, h2⟩
    refine ⟨?_, ?_, ?_, ?_⟩ <;> linarith

end

end TrivalentBondAngles
```

```lean
#print axioms TrivalentBondAngles.bondAngle_sum_le_two_pi
#print axioms TrivalentBondAngles.coplanar_iff
#print axioms TrivalentBondAngles.equal_angles_iff
```

```
'TrivalentBondAngles.bondAngle_sum_le_two_pi' depends on axioms: [propext, Classical.choice, Quot.sound]
'TrivalentBondAngles.coplanar_iff' depends on axioms: [propext, Classical.choice, Quot.sound]
'TrivalentBondAngles.equal_angles_iff' depends on axioms: [propext, Classical.choice, Quot.sound]
```

## Exact unit vectors, lost signs and rounding

A bond direction is a function `Fin 3 → ℝ`, with components numbered 0, 1, 2. Unit length is the hypothesis `u ⬝ᵥ u = 1`. `bondAngle` is the arccosine of the dot product, `tripleProduct` is $T$, and `sineProduct` includes the factor 4. `Admissible` is the conjunction of the four inequalities.

`tripleProduct_sq` states that $T^2$ is the sine product of the angles, and `sineProduct_eq` turns this into the cosine polynomial for any real $a,b,c$. `bondAngle_sum_le_two_pi` is the bound on the sum. `realizable_iff` covers both directions of the angle criterion, while `coplanar_iff` and `equal_angles_iff` give the two special cases. Coincident and opposite directions are allowed, and "coplanar" means $T=0$.

The proofs follow the derivation closely:

- `cos_bondAngle` passes the squares of $u_i\pm v_i$ to `nlinarith` to bound the dot product.
- In `tripleProduct_sq`, `ring` checks the determinant identity in coordinates, in place of the matrix argument above.
- `admissible_of_sineProduct_nonneg` proves one triangle inequality as `tri` and applies it three times, using the symmetry of the cosine polynomial. `linarith` places the half-angles in their intervals, and `nlinarith` combines the signs.
- `coplanar_iff` uses the same sign argument with strict inequalities.
- `realizable_iff` builds the three vectors explicitly and splits on `sin a = 0`.

A reflection keeps all three angles and reverses the sign of $T$, so the angles do not tell a centre from its mirror image. Nothing is stated about bond lengths, energies or centres with more than three bonds.

The theorems start from exact unit vectors. A program that computes them from nuclear positions in floating-point arithmetic obtains them in general only up to rounding. For nearly parallel bonds a computed dot product can then slightly exceed 1, and for a nearly planar centre a computed $P$ can be slightly negative, although the exact values obey the bounds.
